# Every real positive definite metric factors as BᵀB with B invertible

A real positive definite matrix `A`, such as the overlap matrix of finitely many linearly independent real orbitals, can be written as `Bᵀ * B` with `B` a square matrix of non-zero determinant. The basis need not be normalised, since nothing fixes the diagonal entries of `A` to one. The attempt takes the factorisation from a library lemma on positive semidefinite matrices and turns the conjugate transpose into a plain transpose, as the entries are real. It then shows `B` invertible by contradiction: if `det B` were zero, `det A` would be zero too, but it is positive.

Lean 4 with Mathlib refuses this proof:

```lean
import Mathlib

open Matrix

namespace ExistsFactor

noncomputable section

variable {m n : Type*} [Fintype m] [Fintype n] [DecidableEq m] [DecidableEq n]

/-- A positive definite metric is `BᵀB` for some invertible `B`. -/
theorem exists_factor {A : Matrix n n ℝ} (h : A.PosDef) :
    ∃ B : Matrix n n ℝ, IsUnit B.det ∧ A = Bᵀ * B := by
  obtain ⟨B, hB⟩ := posSemidef_iff_eq_conjTranspose_mul_self.1 h.posSemidef
  rw [conjTranspose_eq_transpose_of_trivial] at hB
  refine ⟨B, isUnit_iff_ne_zero.2 fun h0 => h.det_pos.ne' ?_, hB⟩
  rw [hB, det_mul, h0, mul_zero]

end

end ExistsFactor
```

Compiling this gives:

```
Main.lean:14:20: error(lean.unknownIdentifier): Unknown identifier `posSemidef_iff_eq_conjTranspose_mul_self`
Main.lean:14:9: error: Tactic `rcases` failed: `x✝ : ?m.23` is not an inductive datatype
```

Cause. The first message says that Lean finds no declaration called `posSemidef_iff_eq_conjTranspose_mul_self`, even with the namespace `Matrix` open. The second follows from the first: with the name unresolved, the term given to `obtain` has no known type, only the placeholder `?m.23`, so `rcases` can't split it into `B` and `hB`.

The repair does without the missing lemma and builds the factor by hand. `hH.spectral_theorem`, unfolded with `Unitary.conjStarAlgAut_apply`, gives `A = V * diagonal hH.eigenvalues * Vᵀ`; the rewrite between conjugate transpose and transpose now happens here. The eigenvalues are non-negative, so `Real.mul_self_sqrt` lets `hd` split the diagonal matrix into two equal factors holding their square roots. Taking `B` as the diagonal matrix of square roots times `Vᵀ` then gives `A = Bᵀ * B`, after the transposes are simplified and the products rebracketed. This supplies the same `B` and `hB` that the failed line was meant to give, so the determinant argument stands unchanged.

After these edits no error is left:

```diff
@@ -12,6 +12,22 @@
 theorem exists_factor {A : Matrix n n ℝ} (h : A.PosDef) :
     ∃ B : Matrix n n ℝ, IsUnit B.det ∧ A = Bᵀ * B := by
-  obtain ⟨B, hB⟩ := posSemidef_iff_eq_conjTranspose_mul_self.1 h.posSemidef
-  rw [conjTranspose_eq_transpose_of_trivial] at hB
+  have hH := h.isHermitian
+  -- diagonalise and take square roots of the eigenvalues
+  obtain ⟨V, hV⟩ : ∃ V : Matrix n n ℝ, A = V * diagonal hH.eigenvalues * Vᵀ := by
+    refine ⟨(hH.eigenvectorUnitary : Matrix n n ℝ), ?_⟩
+    have h1 := hH.spectral_theorem
+    rw [Unitary.conjStarAlgAut_apply] at h1
+    rw [← conjTranspose_eq_transpose_of_trivial]
+    exact h1
+  have hd : diagonal hH.eigenvalues = diagonal (fun i => Real.sqrt (hH.eigenvalues i))
+      * diagonal (fun i => Real.sqrt (hH.eigenvalues i)) := by
+    rw [diagonal_mul_diagonal]
+    congr 1
+    funext i
+    exact (Real.mul_self_sqrt (h.posSemidef.eigenvalues_nonneg i)).symm
+  obtain ⟨B, hB⟩ : ∃ B : Matrix n n ℝ, A = Bᵀ * B := by
+    refine ⟨diagonal (fun i => Real.sqrt (hH.eigenvalues i)) * Vᵀ, hV.trans ?_⟩
+    rw [hd, transpose_mul, transpose_transpose, diagonal_transpose]
+    simp only [Matrix.mul_assoc]
   refine ⟨B, isUnit_iff_ne_zero.2 fun h0 => h.det_pos.ne' ?_, hB⟩
   rw [hB, det_mul, h0, mul_zero]
```
